# The discretized size-modified Poisson–Boltzmann functional has exactly one minimizer when its stiffness matrix is positive definite

If a discretized double-layer equation had two solutions, a solver could return different electrode charges from different starting guesses, and a small residual would not reveal it. If the associated functional had no minimum, a descent method could lower it forever without settling. Neither happens for a symmetric positive definite stiffness matrix, non-negative node weights and a packing fraction between 0 and 1. When a size-modified Poisson–Boltzmann calculation for a symmetric electrolyte with equal-sized ions, on a finite mesh, meets these conditions and its permittivity, fixed charges and boundary data do not depend on the potential, the exact discrete potential therefore does not depend on the starting guess.

## The functional and its equation

In Lean 4 with Mathlib:

```lean
import Mathlib

open Matrix Filter Topology

namespace SizeModifiedPoissonBoltzmann

noncomputable section

variable {n : Type*} [Fintype n]
```

The type `n` is a finite set of mesh nodes. A potential is a function `n → ℝ`, one real number \(f_i\) per node, measured in units of the thermal voltage divided by the valence of the ions.

```lean
/-- Steric ionic energy at reduced potential `x` and bulk packing fraction `v`,
for `0 ≤ v ≤ 1`. -/
def stericEnergy (v x : ℝ) : ℝ := Real.log (1 - v + v * Real.cosh x)
```

With \(v\) the fraction of volume that ions occupy in the bulk, this is
\[ u(x)=\ln(1-v+v\cosh x). \]

```lean
/-- Minus the ionic charge at reduced potential `x`, in units of the close-packed ionic charge, for
packing fraction `0 ≤ v ≤ 1`, where the denominator is positive. -/
def stericCharge (v x : ℝ) : ℝ := v * Real.sinh x / (1 - v + v * Real.cosh x)
```

This is
\[ s(x)=\frac{v\sinh x}{1-v+v\cosh x}. \]
The ionic charge has the opposite sign to \(s\), because a positive potential attracts negative ions. The denominator expresses crowding: it keeps the response bounded at large potentials.

```lean
/-- The discretized size-modified Poisson-Boltzmann functional with stiffness matrix `A`,
fixed charge `r`, node weights `w` and packing fraction `v`. -/
def energy (A : Matrix n n ℝ) (r w : n → ℝ) (v : ℝ) (f : n → ℝ) : ℝ :=
  (f ⬝ᵥ A *ᵥ f) / 2 - r ⬝ᵥ f + ∑ i, w i * stericEnergy v (f i)
```

Here `⬝ᵥ` is the dot product and `*ᵥ` is matrix times vector, so
\[ F(f)=\tfrac12 f^TAf-r^Tf+\sum_i w_i\,u(f_i). \]
The matrix \(A\) is the discrete Poisson operator on the nodes whose potential is unknown, \(r\) the fixed charge together with any terms from prescribed boundary potentials, and \(w_i\) the largest ionic charge that the cell of node \(i\) can hold. A node that ions cannot reach has \(w_i=0\). \(F\) is a variational functional of the potential, not the thermodynamic free energy of the ions.

```lean
/-- The residual of the discretized size-modified Poisson-Boltzmann equation at each node. -/
def residual (A : Matrix n n ℝ) (r w : n → ℝ) (v : ℝ) (f : n → ℝ) : n → ℝ :=
  fun i => (A *ᵥ f) i - r i + w i * stericCharge v (f i)
```

The residual is \(R_i(f)=(Af)_i-r_i+w_i\,s(f_i)\). The discrete equation is \(R(f)=0\).

## Crowded ions still respond monotonically

```lean
/-- For `v ≥ 0` the argument of the steric logarithm is positive at every potential. -/
theorem steric_arg_pos {v : ℝ} (hv : 0 ≤ v) (x : ℝ) : 0 < 1 - v + v * Real.cosh x := by
  nlinarith [mul_nonneg hv (sub_nonneg.2 (Real.one_le_cosh x))]
```

Since \(\cosh x\ge1\), we have \(1-v+v\cosh x=1+v(\cosh x-1)\ge1\). The tactic `nlinarith` completes the inequality from the product \(v(\cosh x-1)\ge0\) supplied to it.

```lean
/-- For `v ≥ 0` the derivative of the steric energy with respect to the potential is the
steric charge. -/
theorem hasDerivAt_stericEnergy {v : ℝ} (hv : 0 ≤ v) (x : ℝ) :
    HasDerivAt (stericEnergy v) (stericCharge v x) x :=
  (((Real.hasDerivAt_cosh x).const_mul v).const_add (1 - v)).log (steric_arg_pos hv x).ne'
```

The chain rule gives \(u'(x)=s(x)\). Positivity of the argument allows the logarithm to be differentiated.

```lean
/-- For `0 ≤ v ≤ 1` the steric charge never decreases when the potential rises. -/
theorem stericCharge_monotone {v : ℝ} (hv : 0 ≤ v) (hv1 : v ≤ 1) :
    Monotone (stericCharge v) := by
  intro x y hxy
  simp only [stericCharge]
  rw [div_le_div_iff₀ (steric_arg_pos hv x) (steric_arg_pos hv y)]
  have h1 := Real.sinh_le_sinh.2 hxy
  have h2 : 0 ≤ Real.sinh (y - x) := Real.sinh_nonneg_iff.2 (sub_nonneg.2 hxy)
  rw [Real.sinh_sub] at h2
  nlinarith [mul_nonneg (mul_nonneg hv (sub_nonneg.2 hv1)) (sub_nonneg.2 h1),
    mul_nonneg (mul_nonneg hv hv) h2]
```

For \(x\le y\), multiply out the positive denominators. The claim \(s(x)\le s(y)\) becomes
\[ v(1-v)(\sinh y-\sinh x)+v^2\sinh(y-x)\ge0, \]
where the addition formula has produced \(\sinh(y-x)\). Both terms are non-negative, and they are the two products given to `nlinarith`.

```lean
/-- For `0 ≤ v ≤ 1` the steric energy lies on or above each of its tangent lines. -/
theorem stericEnergy_tangent {v : ℝ} (hv : 0 ≤ v) (hv1 : v ≤ 1) (x y : ℝ) :
    stericEnergy v x + stericCharge v x * (y - x) ≤ stericEnergy v y := by
  have hc : Continuous (stericEnergy v) :=
    continuous_iff_continuousAt.2 fun z => (hasDerivAt_stericEnergy hv z).continuousAt
  -- the mean value theorem compares the secant slope with the slope at `x`
  rcases lt_trichotomy x y with h | h | h
  · obtain ⟨c, hcm, e⟩ := exists_hasDerivAt_eq_slope (stericEnergy v) (stericCharge v) h
      hc.continuousOn (fun z _ => hasDerivAt_stericEnergy hv z)
    rw [eq_div_iff (sub_pos.2 h).ne'] at e
    nlinarith [mul_le_mul_of_nonneg_right (stericCharge_monotone hv hv1 hcm.1.le)
      (sub_pos.2 h).le]
  · simp [h]
  · obtain ⟨c, hcm, e⟩ := exists_hasDerivAt_eq_slope (stericEnergy v) (stericCharge v) h
      hc.continuousOn (fun z _ => hasDerivAt_stericEnergy hv z)
    rw [eq_div_iff (sub_pos.2 h).ne'] at e
    nlinarith [mul_le_mul_of_nonneg_right (stericCharge_monotone hv hv1 hcm.2.le)
      (sub_pos.2 h).le]
```

This says \(u(y)\ge u(x)+s(x)(y-x)\). For \(x<y\), the mean value theorem gives a point \(c\) between them with
\[ u(y)-u(x)=s(c)(y-x)\ge s(x)(y-x). \]
For \(y<x\), \(u(x)-u(y)=s(c)(x-y)\le s(x)(x-y)\), which rearranges to the same inequality. At \(x=y\) it is an equality.

## Quadratic growth from the field term

```lean
/-- For a positive definite stiffness matrix, twice the field energy is bounded below by a positive
multiple of the squared maximum norm of the potential. -/
theorem stiffness_coercive {A : Matrix n n ℝ} (hA : A.PosDef) :
    ∃ c : ℝ, 0 < c ∧ ∀ x : n → ℝ, c * ‖x‖ ^ 2 ≤ x ⬝ᵥ A *ᵥ x := by
  have hq : Continuous fun x : n → ℝ => x ⬝ᵥ A *ᵥ x := by
    simp only [dotProduct, Matrix.mulVec]
    fun_prop
  -- a positive minimum on the compact unit sphere
  have hs : ∃ c : ℝ, 0 < c ∧ ∀ x ∈ Metric.sphere (0 : n → ℝ) 1, c ≤ x ⬝ᵥ A *ᵥ x := by
    rcases (Metric.sphere (0 : n → ℝ) 1).eq_empty_or_nonempty with he | hne
    · refine ⟨1, one_pos, fun x hx => ?_⟩
      rw [he] at hx
      exact False.elim hx
    · obtain ⟨y, hy, hmin⟩ := (isCompact_sphere (0 : n → ℝ) 1).exists_isMinOn hne hq.continuousOn
      have hy0 : y ≠ 0 := by
        intro h
        rw [h] at hy
        simp at hy
      have hp := hA.dotProduct_mulVec_pos hy0
      rw [star_trivial] at hp
      exact ⟨_, hp, fun x hx => hmin hx⟩
  obtain ⟨c, hc, h⟩ := hs
  refine ⟨c, hc, fun x => ?_⟩
  by_cases hx : x = 0
  · simp [hx]
  -- scaling carries the bound to every potential
  have hn : 0 < ‖x‖ := norm_pos_iff.2 hx
  have h1 := h (‖x‖⁻¹ • x) (by
    rw [mem_sphere_zero_iff_norm, norm_smul, norm_inv, norm_norm, inv_mul_cancel₀ hn.ne'])
  simp only [Matrix.mulVec_smul, smul_dotProduct, dotProduct_smul, smul_eq_mul] at h1
  calc c * ‖x‖ ^ 2 ≤ (‖x‖⁻¹ * (‖x‖⁻¹ * (x ⬝ᵥ A *ᵥ x))) * ‖x‖ ^ 2 :=
        mul_le_mul_of_nonneg_right h1 (sq_nonneg _)
    _ = x ⬝ᵥ A *ᵥ x := by field_simp
```

There is \(c>0\) with \(x^TAx\ge c\|x\|^2\), where \(\|x\|\) is the largest \(|x_i|\). On the compact set \(\|x\|=1\) the continuous form \(x^TAx\) attains a minimum, which is positive because `PosDef` makes it positive at every non-zero vector. Applying this to \(x/\|x\|\) and multiplying by \(\|x\|^2\) gives the general bound. With no nodes the sphere is empty, and the proof takes \(c=1\).

For a discrete Poisson operator, positive definiteness depends on the type of boundary condition. Fixing the potential at an electrode commonly supplies it, whereas a Laplacian with only zero-flux boundaries annihilates constant potentials and fails it. The theorems that assume positive definiteness then do not apply, although the ionic term can still make the solution unique.

```lean
/-- For symmetric `A`, `w ≥ 0` and `0 ≤ v ≤ 1`, a change `h` of the potential raises the
functional by at least the work against the residual plus the field energy of `h`. -/
theorem energy_gap {A : Matrix n n ℝ} (hA : A.IsSymm) (r : n → ℝ) {w : n → ℝ}
    (hw : ∀ i, 0 ≤ w i) {v : ℝ} (hv : 0 ≤ v) (hv1 : v ≤ 1) (f h : n → ℝ) :
    energy A r w v f + h ⬝ᵥ residual A r w v f + (h ⬝ᵥ A *ᵥ h) / 2
      ≤ energy A r w v (f + h) := by
  have hsym : f ⬝ᵥ A *ᵥ h = h ⬝ᵥ A *ᵥ f := by
    rw [Matrix.dotProduct_mulVec, ← Matrix.mulVec_transpose, hA.eq, dotProduct_comm]
  have hquad : (f + h) ⬝ᵥ A *ᵥ (f + h)
      = f ⬝ᵥ A *ᵥ f + 2 * (h ⬝ᵥ A *ᵥ f) + h ⬝ᵥ A *ᵥ h := by
    rw [Matrix.mulVec_add, add_dotProduct, dotProduct_add, dotProduct_add, hsym]
    ring
  have hres : h ⬝ᵥ residual A r w v f
      = h ⬝ᵥ A *ᵥ f - r ⬝ᵥ h + ∑ i, h i * (w i * stericCharge v (f i)) := by
    simp only [dotProduct, residual, ← Finset.sum_sub_distrib, ← Finset.sum_add_distrib]
    exact Finset.sum_congr rfl fun i _ => by ring
  -- tangent inequality at each node
  have hsum : ∑ i, w i * stericEnergy v (f i) + ∑ i, h i * (w i * stericCharge v (f i))
      ≤ ∑ i, w i * stericEnergy v ((f + h) i) := by
    rw [← Finset.sum_add_distrib]
    refine Finset.sum_le_sum fun i _ => ?_
    have ht := stericEnergy_tangent hv hv1 (f i) ((f + h) i)
    have e : (f + h) i - f i = h i := by simp
    rw [e] at ht
    nlinarith [mul_le_mul_of_nonneg_left ht (hw i)]
  unfold energy
  rw [hquad, hres, dotProduct_add]
  linarith
```

By symmetry of \(A\), the quadratic part of \(F(f+h)\) is
\[ \tfrac12f^TAf+h^TAf+\tfrac12h^TAh. \]
The tangent inequality at each node, multiplied by \(w_i\ge0\), gives
\[ \sum_iw_iu(f_i+h_i)\ge\sum_iw_iu(f_i)+\sum_ih_iw_is(f_i). \]
Adding these and subtracting \(r^T(f+h)\),
\[ F(f+h)\ge F(f)+h^TR(f)+\tfrac12h^TAh. \]
In the code, `hquad`, `hres` and `hsum` are the expansion, the residual term and the summed tangents.

## One minimum, and only one

```lean
/-- For positive definite `A`, `w ≥ 0` and `0 ≤ v ≤ 1`, the discretized size-modified
Poisson-Boltzmann functional is strictly convex and has exactly one global minimizer. -/
theorem strictConvex_and_existsUnique_minimizer {A : Matrix n n ℝ} (hA : A.PosDef)
    (r : n → ℝ) {w : n → ℝ} (hw : ∀ i, 0 ≤ w i) {v : ℝ} (hv : 0 ≤ v) (hv1 : v ≤ 1) :
    StrictConvexOn ℝ Set.univ (energy A r w v) ∧
      ∃! f : n → ℝ, ∀ g, energy A r w v f ≤ energy A r w v g := by
  have hS : A.IsSymm := by
    have h := hA.isHermitian.eq
    rwa [Matrix.conjTranspose_eq_transpose_of_trivial] at h
  have gap := energy_gap hS r hw hv hv1
  obtain ⟨c, hc, hco⟩ := stiffness_coercive hA
  have hpos : ∀ x : n → ℝ, x ≠ 0 → 0 < x ⬝ᵥ A *ᵥ x := fun x hx =>
    lt_of_lt_of_le (mul_pos hc (pow_pos (norm_pos_iff.2 hx) 2)) (hco x)
  have hconv : StrictConvexOn ℝ Set.univ (energy A r w v) := by
    refine ⟨convex_univ, fun x _ y _ hxy a b ha hb hab => ?_⟩
    -- expand around the mixture of the two potentials
    have h1 := gap (a • x + b • y) (b • (x - y))
    have h2 := gap (a • x + b • y) ((-a) • (x - y))
    have ex : a • x + b • y + b • (x - y) = x := by
      ext i
      simp only [Pi.add_apply, Pi.smul_apply, Pi.sub_apply, smul_eq_mul]
      linear_combination x i * hab
    have ey : a • x + b • y + (-a) • (x - y) = y := by
      ext i
      simp only [Pi.add_apply, Pi.smul_apply, Pi.sub_apply, smul_eq_mul]
      linear_combination y i * hab
    have p1 := hpos (b • (x - y)) (smul_ne_zero hb.ne' (sub_ne_zero.2 hxy))
    have p2 := hpos ((-a) • (x - y)) (smul_ne_zero (neg_ne_zero.2 ha.ne') (sub_ne_zero.2 hxy))
    rw [ex, smul_dotProduct b (x - y) (residual A r w v _), smul_eq_mul] at h1
    rw [ey, smul_dotProduct (-a) (x - y) (residual A r w v _), smul_eq_mul] at h2
    have e : a * energy A r w v (a • x + b • y) + b * energy A r w v (a • x + b • y)
        = energy A r w v (a • x + b • y) := by rw [← add_mul, hab, one_mul]
    rw [smul_eq_mul, smul_eq_mul]
    nlinarith [mul_le_mul_of_nonneg_left h1 ha.le, mul_le_mul_of_nonneg_left h2 hb.le,
      mul_pos ha p1, mul_pos hb p2]
  refine ⟨hconv, ?_⟩
  have hφ : Continuous (stericEnergy v) :=
    continuous_iff_continuousAt.2 fun z => (hasDerivAt_stericEnergy hv z).continuousAt
  have hq : Continuous fun x : n → ℝ => (x ⬝ᵥ A *ᵥ x) / 2 - r ⬝ᵥ x := by
    simp only [dotProduct, Matrix.mulVec]
    fun_prop
  have hF : Continuous (energy A r w v) :=
    hq.add (continuous_finsetSum _ fun i _ =>
      continuous_const.mul (hφ.comp (continuous_apply i)))
  obtain ⟨b, hb⟩ : ∃ b, b = residual A r w v 0 := ⟨_, rfl⟩
  have hM : 0 ≤ ∑ i, |b i| := Finset.sum_nonneg fun i _ => abs_nonneg _
  have hK : 0 ≤ 2 * (∑ i, |b i|) / c := by positivity
  -- minimize over a large ball; outside it the functional is at least its value at zero
  obtain ⟨f, -, hf⟩ := (isCompact_closedBall (0 : n → ℝ) (2 * (∑ i, |b i|) / c)).exists_isMinOn
    ⟨0, Metric.mem_closedBall_self hK⟩ hF.continuousOn
  have hmin : ∀ g, energy A r w v f ≤ energy A r w v g := by
    intro x
    by_cases hx : ‖x‖ ≤ 2 * (∑ i, |b i|) / c
    · exact hf (mem_closedBall_zero_iff.2 hx)
    · have h0 : energy A r w v f ≤ energy A r w v 0 := hf (Metric.mem_closedBall_self hK)
      have h1 := gap 0 x
      rw [zero_add, ← hb] at h1
      have h2 := (div_lt_iff₀ hc).1 (not_le.1 hx)
      have h3 : -((∑ i, |b i|) * ‖x‖) ≤ x ⬝ᵥ b := by
        rw [Finset.sum_mul, ← Finset.sum_neg_distrib]
        refine Finset.sum_le_sum fun i _ => ?_
        have h4 := neg_abs_le (x i * b i)
        have h5 : |x i| ≤ ‖x‖ := norm_le_pi_norm x i
        rw [abs_mul] at h4
        nlinarith [mul_le_mul_of_nonneg_right h5 (abs_nonneg (b i))]
      nlinarith [hco x, mul_nonneg (norm_nonneg x) (sub_nonneg.2 h2.le)]
  refine ⟨f, hmin, fun g hg => ?_⟩
  exact hconv.eq_of_isMinOn (fun x _ => hg x) (fun x _ => hmin x) (Set.mem_univ _) (Set.mem_univ _)
```

The conclusion has two parts joined by `∧`: strict convexity on all potentials, and `∃!`, exactly one \(f\) with \(F(f)\le F(g)\) for every \(g\).

For convexity, take \(x\ne y\), \(a,b>0\), \(a+b=1\), and put \(z=ax+by\), \(d=x-y\). Then \(x=z+bd\) and \(y=z-ad\). Weight the two gap inequalities at \(z\) by \(a\) and \(b\). The residual terms cancel, leaving
\[ aF(x)+bF(y)\ge F(z)+\tfrac{ab}{2}d^TAd>F(z). \]

For existence, let \(B=\sum_i|R_i(0)|\). The gap inequality at zero gives
\[ F(x)\ge F(0)-B\|x\|+\tfrac c2\|x\|^2, \]
so \(F(x)\ge F(0)\) once \(\|x\|>2B/c\). The continuous \(F\) has a minimum on the closed ball of radius \(2B/c\), which contains zero, so that minimum is global. Strict convexity excludes a second one, through `eq_of_isMinOn`.

```lean
/-- For positive definite `A`, `w ≥ 0` and `0 ≤ v ≤ 1`, a potential minimizes the functional
exactly when it solves the discretized size-modified Poisson-Boltzmann equation. -/
theorem minimizer_iff_equation {A : Matrix n n ℝ} (hA : A.PosDef) (r : n → ℝ) {w : n → ℝ}
    (hw : ∀ i, 0 ≤ w i) {v : ℝ} (hv : 0 ≤ v) (hv1 : v ≤ 1) (f : n → ℝ) :
    (∀ g, energy A r w v f ≤ energy A r w v g) ↔
      ∀ i, (A *ᵥ f) i + w i * stericCharge v (f i) = r i := by
  have hS : A.IsSymm := by
    have h := hA.isHermitian.eq
    rwa [Matrix.conjTranspose_eq_transpose_of_trivial] at h
  have gap := energy_gap hS r hw hv hv1
  obtain ⟨c, hc, hco⟩ := stiffness_coercive hA
  have hq : ∀ x : n → ℝ, 0 ≤ x ⬝ᵥ A *ᵥ x := fun x => le_trans (by positivity) (hco x)
  constructor
  · intro hmin
    obtain ⟨R, hR⟩ : ∃ R, R = residual A r w v f := ⟨_, rfl⟩
    -- a short step against the residual cannot lower the functional
    have hneg : ∀ t : ℝ, 0 < t → R ⬝ᵥ residual A r w v (f + t • (-R)) ≤ 0 := by
      intro t ht
      have h1 := gap (f + t • (-R)) (t • R)
      have e : f + t • (-R) + t • R = f := by module
      rw [e, smul_dotProduct t R (residual A r w v _), smul_eq_mul] at h1
      by_contra h
      nlinarith [mul_pos ht (not_le.1 h), hmin (f + t • (-R)), hq (t • R)]
    have hch : Continuous (stericCharge v) :=
      (continuous_const.mul Real.continuous_sinh).div
        (continuous_const.add (continuous_const.mul Real.continuous_cosh))
        fun x => (steric_arg_pos hv x).ne'
    have hlin : ∀ i, Continuous fun x : n → ℝ => (A *ᵥ x) i - r i := by
      intro i
      simp only [Matrix.mulVec, dotProduct]
      fun_prop
    have hres : Continuous (residual A r w v) := continuous_pi fun i =>
      (hlin i).add (continuous_const.mul (hch.comp (continuous_apply i)))
    have hline : Continuous fun t : ℝ => f + t • (-R) := by fun_prop
    have hG : Continuous fun t : ℝ => R ⬝ᵥ residual A r w v (f + t • (-R)) :=
      continuous_finsetSum _ fun i _ =>
        continuous_const.mul ((continuous_apply i).comp (hres.comp hline))
    -- let the step length tend to zero
    have h0 := le_of_tendsto ((hG.tendsto 0).mono_left (nhdsWithin_le_nhds (s := Set.Ioi 0)))
      (Filter.eventually_of_mem self_mem_nhdsWithin fun t ht => hneg t ht)
    simp only [zero_smul, add_zero] at h0
    rw [← hR] at h0
    have hz : R = 0 := dotProduct_self_eq_zero.1
      (le_antisymm h0 (Finset.sum_nonneg fun i _ => mul_self_nonneg _))
    intro i
    have hi := congrFun (hR.symm.trans hz) i
    simp only [residual, Pi.zero_apply] at hi
    linarith
  · intro heq g
    have hz : residual A r w v f = 0 := by
      ext i
      simp only [residual, Pi.zero_apply]
      linarith [heq i]
    have h1 := gap f (g - f)
    rw [hz, dotProduct_zero, add_sub_cancel] at h1
    linarith [hq (g - f)]
```

Minimizing \(F\) and solving the equation are equivalent, so by the previous theorem the equation has exactly one solution. Let \(f\) be a minimizer and write \(p=R(f)\) for its residual vector, which the code calls `R`. For \(t>0\), apply the gap inequality at \(g=f-tp\) with \(h=tp\):
\[ F(f)\ge F(g)+t\,p^TR(g)+\tfrac{t^2}{2}p^TAp. \]
Because \(F(f)\le F(g)\), this forces \(p^TR(g)\le0\). Letting \(t\to0\), by `le_of_tendsto`, gives \(p^Tp\le0\), so \(p=0\). Conversely, if \(R(f)=0\), the gap inequality with \(h=g-f\) gives \(F(g)\ge F(f)\).

```lean
/-- For positive definite `A`, `w ≥ 0` and `0 ≤ v ≤ 1`, the ionic charge `A f - r` at the minimizing
potential is bounded in magnitude at every node by the node weight. -/
theorem minimizer_charge_saturates {A : Matrix n n ℝ} (hA : A.PosDef) (r : n → ℝ) {w : n → ℝ}
    (hw : ∀ i, 0 ≤ w i) {v : ℝ} (hv : 0 ≤ v) (hv1 : v ≤ 1) {f : n → ℝ}
    (hf : ∀ g, energy A r w v f ≤ energy A r w v g) (i : n) :
    |r i - (A *ᵥ f) i| ≤ w i := by
  have h := (minimizer_iff_equation hA r hw hv hv1 f).1 hf i
  have e : r i - (A *ᵥ f) i = w i * stericCharge v (f i) := by linarith
  -- `|sinh| ≤ cosh` limits the steric charge to one
  have hs : |Real.sinh (f i)| ≤ Real.cosh (f i) := by
    have h1 := Real.sinh_lt_cosh (f i)
    have h2 := Real.sinh_lt_cosh (-(f i))
    rw [Real.sinh_neg, Real.cosh_neg] at h2
    exact abs_le.2 ⟨by linarith, h1.le⟩
  have hb : |stericCharge v (f i)| ≤ 1 := by
    have hp := steric_arg_pos hv (f i)
    rw [stericCharge, abs_div, abs_of_pos hp, div_le_one hp, abs_mul, abs_of_nonneg hv]
    nlinarith [mul_le_mul_of_nonneg_left hs hv]
  rw [e, abs_mul, abs_of_nonneg (hw i)]
  exact mul_le_of_le_one_right (hw i) hb

end

end SizeModifiedPoissonBoltzmann
```

At the minimizer, the ionic charge at node \(i\) is \((Af)_i-r_i=-w_is(f_i)\). Since \(|\sinh x|\le\cosh x\),
\[ v|\sinh x|\le v\cosh x\le1-v+v\cosh x, \]
so \(|s|\le1\) and the charge at node \(i\) is at most \(w_i\) in magnitude.

At \(v=0\) the ions are absent; the point-ion equation arises instead as \(v\to0\) with each \(w_iv\) held fixed. Mesh refinement and the convergence of a particular solver are separate questions.

```lean
#print axioms SizeModifiedPoissonBoltzmann.strictConvex_and_existsUnique_minimizer
#print axioms SizeModifiedPoissonBoltzmann.minimizer_charge_saturates
```

```
'SizeModifiedPoissonBoltzmann.strictConvex_and_existsUnique_minimizer' depends on axioms: [propext, Classical.choice, Quot.sound]
'SizeModifiedPoissonBoltzmann.minimizer_charge_saturates' depends on axioms: [propext, Classical.choice, Quot.sound]
```
